# Lattice points have fractional coordinates k/|det M| in a supercell with nonsingular integer matrix M

Let $M$ be an integer $n\times n$ matrix whose columns are the supercell vectors in primitive coordinates, with $N=|\det M|>0$. Then $N\mathbb Z^n\subseteq M\mathbb Z^n$, and every lattice point $x\in\mathbb Z^n$ has fractional supercell coordinates $M^{-1}x$ whose entries are integer multiples of $1/N$.

```lean
import Mathlib

open Matrix

namespace SupercellIndex

noncomputable section

variable {ι : Type*} [Fintype ι] [DecidableEq ι]

/-- The supercell lattice `M ℤⁿ`: all integer combinations of the columns of `M`, in
coordinates of the primitive lattice. -/
def supercell (M : Matrix ι ι ℤ) : Submodule ℤ (ι → ℤ) :=
  LinearMap.range M.mulVecLin

/-- The number `N = |det M|`, the volume of the supercell in units of the primitive cell. -/
def cellNumber (M : Matrix ι ι ℤ) : ℕ := M.det.natAbs

/-- The integer supercell matrix read as a real matrix. -/
def realMat (M : Matrix ι ι ℤ) : Matrix ι ι ℝ := M.map (fun z : ℤ => (z : ℝ))

/-- A lattice point read as a real vector. -/
def realVec (x : ι → ℤ) : ι → ℝ := fun i => (x i : ℝ)

/-- The fractional supercell coordinates `M⁻¹ x` of a lattice point `x`, meant for
`det M ≠ 0`. -/
def fracCoords (M : Matrix ι ι ℤ) (x : ι → ℤ) : ι → ℝ :=
  (realMat M)⁻¹ *ᵥ realVec x

omit [DecidableEq ι] in
/-- A point is in the supercell lattice exactly when it is `M m` for an integer vector `m`. -/
theorem mem_supercell (M : Matrix ι ι ℤ) (x : ι → ℤ) :
    x ∈ supercell M ↔ ∃ m : ι → ℤ, M *ᵥ m = x :=
  LinearMap.mem_range

omit [DecidableEq ι] in
/-- Applying the supercell matrix to an integer vector gives the same result over the
integers and over the reals. -/
theorem realMat_mulVec (M : Matrix ι ι ℤ) (m : ι → ℤ) :
    realMat M *ᵥ realVec m = realVec (M *ᵥ m) := by
  ext i
  simp [realMat, realVec, Matrix.mulVec, dotProduct]

/-- Every lattice point multiplied by `N = |det M|` is a point of the supercell lattice:
`N ℤⁿ ⊆ M ℤⁿ`. -/
theorem cellNumber_smul_mem (M : Matrix ι ι ℤ) (x : ι → ℤ) :
    (cellNumber M : ℤ) • x ∈ supercell M := by
  -- the adjugate supplies the integer supercell coordinates of `(det M) x`
  have hdet : M.det • x ∈ supercell M := by
    rw [mem_supercell]
    refine ⟨M.adjugate *ᵥ x, ?_⟩
    rw [Matrix.mulVec_mulVec, Matrix.mul_adjugate, Matrix.smul_mulVec, Matrix.one_mulVec]
  -- a lattice contains the negative of each of its points
  rcases Int.natAbs_eq M.det with h | h
  · have h' : (cellNumber M : ℤ) = M.det := by
      unfold cellNumber
      linarith
    rw [h']
    exact hdet
  · have h' : (cellNumber M : ℤ) = -M.det := by
      unfold cellNumber
      linarith
    rw [h', neg_smul]
    exact (supercell M).neg_mem hdet

/-- For `det M ≠ 0`, the fractional coordinates of `x` are the unique real solution `f` of
`M f = x`. -/
theorem fracCoords_eq_iff (M : Matrix ι ι ℤ) (hM : M.det ≠ 0) (x : ι → ℤ) (f : ι → ℝ) :
    fracCoords M x = f ↔ realMat M *ᵥ f = realVec x := by
  have hd : (realMat M).det = (M.det : ℝ) := ((Int.castRingHom ℝ).map_det M).symm
  have hu : IsUnit (realMat M).det := by
    rw [hd]
    exact isUnit_iff_ne_zero.mpr (by exact_mod_cast hM)
  constructor
  · rintro rfl
    unfold fracCoords
    rw [Matrix.mulVec_mulVec, Matrix.mul_nonsing_inv _ hu, Matrix.one_mulVec]
  · intro h
    unfold fracCoords
    rw [← h, Matrix.mulVec_mulVec, Matrix.nonsing_inv_mul _ hu, Matrix.one_mulVec]

/-- For `det M ≠ 0`, every lattice point `x` is reproduced by its fractional supercell
coordinates, and each of these is an integer multiple of `1/N` with `N = |det M|`. -/
theorem fracCoords_multiple (M : Matrix ι ι ℤ) (hM : M.det ≠ 0) (x : ι → ℤ) :
    realMat M *ᵥ fracCoords M x = realVec x ∧
      ∀ i, ∃ k : ℤ, fracCoords M x i = (k : ℝ) / (cellNumber M : ℝ) := by
  refine ⟨(fracCoords_eq_iff M hM x _).mp rfl, ?_⟩
  have hN : (cellNumber M : ℝ) ≠ 0 := by
    exact_mod_cast Int.natAbs_ne_zero.mpr hM
  -- write `N x = M m` with `m` integer, and divide by `N`
  obtain ⟨m, hm⟩ := (mem_supercell M _).mp (cellNumber_smul_mem M x)
  have hf : fracCoords M x = (cellNumber M : ℝ)⁻¹ • realVec m := by
    rw [fracCoords_eq_iff M hM, Matrix.mulVec_smul, realMat_mulVec, hm]
    ext i
    simp [realVec, hN]
  intro i
  refine ⟨m i, ?_⟩
  rw [hf, Pi.smul_apply, smul_eq_mul, div_eq_inv_mul]
  rfl

/-- For `det M ≠ 0`, a lattice point belongs to the supercell lattice exactly when all its
fractional supercell coordinates are integers. -/
theorem mem_supercell_iff_fracCoords (M : Matrix ι ι ℤ) (hM : M.det ≠ 0) (x : ι → ℤ) :
    x ∈ supercell M ↔ ∃ k : ι → ℤ, fracCoords M x = realVec k := by
  rw [mem_supercell]
  refine exists_congr fun k => ?_
  rw [fracCoords_eq_iff M hM, realMat_mulVec]
  constructor
  · intro h
    rw [h]
  · intro h
    ext i
    have hi : ((M *ᵥ k) i : ℝ) = (x i : ℝ) := congrFun h i
    exact_mod_cast hi

/-- Let `det M ≠ 0`. If a wavevector `q`, in units where phases are `2π q · R`, has integer
`q · R` for every supercell translation `R`, then its components are integer multiples of
`1/N` with `N = |det M|`. -/
theorem commensurate_wavevector (M : Matrix ι ι ℤ) (hM : M.det ≠ 0) (q : ι → ℝ)
    (hq : ∀ R ∈ supercell M, ∃ z : ℤ, q ⬝ᵥ realVec R = (z : ℝ)) (i : ι) :
    ∃ k : ℤ, q i = (k : ℝ) / (cellNumber M : ℝ) := by
  have hN : (cellNumber M : ℝ) ≠ 0 := by
    exact_mod_cast Int.natAbs_ne_zero.mpr hM
  -- test the phase on `N` steps along the primitive axis `i`
  obtain ⟨z, hz⟩ := hq _ (cellNumber_smul_mem M (Pi.single i 1))
  have hv : realVec ((cellNumber M : ℤ) • (Pi.single i 1 : ι → ℤ)) =
      Pi.single i (cellNumber M : ℝ) := by
    ext j
    by_cases h : j = i
    · subst h
      simp [realVec]
    · simp [realVec, h]
  rw [hv, dotProduct_single] at hz
  exact ⟨z, (eq_div_iff hN).mpr hz⟩

/-- The planar supercell elongated `N` times along one axis has `|det M| = N`, and any `d`
with `d ℤ² ⊆ M ℤ²` is a multiple of `N`. -/
theorem elongated_sharp (N d : ℕ) :
    cellNumber !![(N : ℤ), 0; 0, 1] = N ∧
      ((∀ x : Fin 2 → ℤ, (d : ℤ) • x ∈ supercell !![(N : ℤ), 0; 0, 1]) → N ∣ d) := by
  constructor
  · simp [cellNumber, Matrix.det_fin_two]
  · intro h
    obtain ⟨m, hm⟩ := (mem_supercell _ _).mp (h ![1, 0])
    have h0 : (N : ℤ) * m 0 = (d : ℤ) := by
      simpa [Matrix.mulVec, dotProduct, Fin.sum_univ_two] using congrFun hm 0
    exact Int.natCast_dvd_natCast.mp ⟨m 0, h0.symm⟩

/-- The isotropic supercell `M = L · 1` in `n` dimensions has `|det M| = Lⁿ`, while already
`L ℤⁿ ⊆ M ℤⁿ`. -/
theorem isotropic_supercell (L : ℕ) :
    cellNumber ((L : ℤ) • (1 : Matrix ι ι ℤ)) = L ^ Fintype.card ι ∧
      ∀ x : ι → ℤ, (L : ℤ) • x ∈ supercell ((L : ℤ) • (1 : Matrix ι ι ℤ)) := by
  constructor
  · rw [cellNumber, Matrix.det_smul, Matrix.det_one, mul_one, Int.natAbs_pow,
      Int.natAbs_natCast]
  · intro x
    rw [mem_supercell]
    exact ⟨x, by rw [Matrix.smul_mulVec, Matrix.one_mulVec]⟩

end

end SupercellIndex
```

```lean
#print axioms SupercellIndex.fracCoords_multiple
#print axioms SupercellIndex.mem_supercell_iff_fracCoords
#print axioms SupercellIndex.elongated_sharp
#print axioms SupercellIndex.isotropic_supercell
```

```
'SupercellIndex.fracCoords_multiple' depends on axioms: [propext, Classical.choice, Quot.sound]
'SupercellIndex.mem_supercell_iff_fracCoords' depends on axioms: [propext, Classical.choice, Quot.sound]
'SupercellIndex.elongated_sharp' depends on axioms: [propext, Classical.choice, Quot.sound]
'SupercellIndex.isotropic_supercell' depends on axioms: [propext, Classical.choice, Quot.sound]
```

## Primitive lattice points seen from the supercell

A supercell calculation describes a crystal by a repeated cell that usually contains several primitive cells. The points of the primitive lattice then fall at various places inside the supercell, and one wants to know which fractional coordinates can occur. In the $\sqrt2\times\sqrt2$ cell of a square lattice, with supercell vectors $(1,-1)$ and $(1,1)$, the determinant is 2 and the point $(1,0)$ has fractional coordinates $(1/2,1/2)$. Both are multiples of $1/2$, as the theorem says for $N=2$.

The Lean vectors are coordinates. A point `x : ι → ℤ` stands for the position $\sum_i x_i\mathbf a_i$, where the $\mathbf a_i$ are the primitive lattice vectors and `ι` is any finite index set with $n$ elements. Programs that store supercell vectors as rows use the transpose of this $M$. Primitive lattice vectors are linearly independent, so a position determines its coordinates; the $\mathbf a_i$ themselves do not appear in the Lean statements. Atoms of a basis that sit off the lattice points may have other fractional coordinates.

The name `supercell M` denotes the lattice of supercell translations $M\mathbb Z^n$, not the box that they span. `cellNumber M` is $N$, defined as the absolute value of the determinant; its reading as a number of primitive cells is the usual geometric one. `realMat` and `realVec` turn integer entries into real ones, so that `fracCoords M x` can use the real inverse matrix.

## What the theorems say

The inclusion is `cellNumber_smul_mem`: for every $x$, the point $Nx$ is a supercell translation. It needs no condition on the determinant, since for $N=0$ it says only that the origin is one.

The statement about coordinates is `fracCoords_multiple`, with the hypothesis `hM : M.det ≠ 0`, which says that the supercell vectors are linearly independent and the cell has a volume. It gives two things: the coordinates $f=M^{-1}x$ satisfy $Mf=x$, and each $f_i$ equals $k/N$ for some integer $k$. By `mem_supercell_iff_fracCoords`, under the same hypothesis, the supercell translations are exactly the lattice points whose coordinates $f_i$ are all integers.

Without $\det M\neq0$ the first part fails already in one dimension. Take $M=(0)$ and $x=1$: no $f$ satisfies $0\cdot f=1$. Lean still assigns a value to the inverse of a singular matrix, namely zero, which is why the theorem states $Mf=x$ explicitly.

The theorem `commensurate_wavevector` concerns reciprocal space. Its `q` holds the components of a wavevector $\sum_i q_i\mathbf b_i$ with $\mathbf a_i\cdot\mathbf b_j=2\pi\delta_{ij}$, so the phase over a translation $R$ is $2\pi\,q\cdot R$. If $q\cdot R$ is an integer for every supercell translation, then each $q_i$ is an integer multiple of $1/N$. For phonons or Bloch states of an ideal crystal that repeat unchanged, without a phase factor, from one supercell to the next, the possible wavevectors therefore all lie on the grid of spacing $1/N$ in these components. Supercell Bloch states computed away from the $\Gamma$ point do gain a phase and are not covered. The grid may contain other wavevectors as well: for $M=\mathrm{diag}(2,1)$, the wavevector $(0,1/2)$ is on it but changes the sign of a wave over the translation $(0,1)$.

Two examples show how good the factor $N$ is. For the planar cell $\mathrm{diag}(N,1)$, `elongated_sharp` shows that any natural number $d$ with $d\mathbb Z^2\subseteq M\mathbb Z^2$ is a multiple of $N$. For $M=L\cdot 1$, `isotropic_supercell` gives $|\det M|=L^n$, while the factor $L$ already suffices; this is smaller than $N$ when $L\ge2$ and $n\ge2$.

## From the adjugate to the denominator N

The adjugate $\operatorname{adj}M$ is built from cofactors, so its entries are integers, and $M\operatorname{adj}M=(\det M)\,1$. Applied to $x$, this gives

$$M(\operatorname{adj}M\,x)=(\det M)\,x .$$

Hence $(\det M)x$ is in $M\mathbb Z^n$. This is `hdet` in `cellNumber_smul_mem`, where `M.adjugate *ᵥ x` is supplied as the integer vector. If $\det M=N$, the inclusion follows. If $\det M=-N$, then $Nx=M(-\operatorname{adj}M\,x)$. The case split on `Int.natAbs_eq` treats the two signs, and `neg_mem` supplies the second.

Now let $\det M\neq0$. If $f=M^{-1}x$, then $Mf=MM^{-1}x=x$. Conversely, if $Mf=x$, then $M^{-1}x=M^{-1}Mf=f$. These are the two directions of `fracCoords_eq_iff`, which first checks that the real matrix has the same nonzero determinant.

By the inclusion there is an integer vector $m$ with $Nx=Mm$. Dividing by $N$ gives

$$M\left(\frac{m}{N}\right)=\frac{1}{N}Mm=x,$$

so uniqueness forces $M^{-1}x=m/N$. In `fracCoords_multiple` this is the equation `hf`, and the integer for component $i$ is `m i`. The lemma `realMat_mulVec` carries $Mm$ from the integers to the reals.

The same uniqueness settles membership: $x=Mk$ with $k$ an integer vector holds exactly when $M^{-1}x=k$.

For the wavevector, let $e_i$ be the unit vector along axis $i$. The inclusion makes $R=Ne_i$ a supercell translation, so $q\cdot R=Nq_i$ is an integer $z$, and $q_i=z/N$. In Lean, $e_i$ is `Pi.single i 1`, and `hv` evaluates the scaled vector.

In the elongated cell, with components numbered from 0 as in Lean, apply the assumption on $d$ to $(1,0)$. It gives $(d,0)=Mm=(Nm_0,m_1)$ for an integer vector $m$, so $d=Nm_0$. In the isotropic cell, $(L\cdot1)x=Lx$ shows the inclusion with $x$ itself as the integer vector, and the determinant is a product of $n$ factors $L$.
